# For a fixed interaction, one-body expectation values fix a nondegenerate ground state up to a phase

A calculation in reduced-density-matrix functional theory writes the energy of an interacting system as a one-body term plus an interaction energy $\mathcal W[\gamma]$, and minimises the sum over the one-body density matrix $\gamma$ without storing a wave function. Reading $\mathcal W[\gamma]$ as the interaction energy of any ground state with density matrix $\gamma$ presupposes that two ground states with the same $\gamma$ have the same interaction energy. In a finite basis and for a fixed interaction this holds. When one of the two ground states is nondegenerate more is true: the two states coincide up to a phase, so that every expectation value agrees.

## The claim

States are vectors in a finite-dimensional complex space with inner product $\langle x,y\rangle=\sum_i \overline{x_i}\,y_i$. Let $M$ be a real vector space of Hermitian matrices, the one-body operators, let $W$ be a Hermitian matrix, the interaction, and let $A,B\in M$. Let the unit vector $u$ be a nondegenerate ground state of $A+W$ with energy $E$, and the unit vector $v$ a ground state of $B+W$ with energy $F$. If $\langle u,Cu\rangle=\langle v,Cv\rangle$ for every $C\in M$, then $v=cu$ for a complex number $c$ with $|c|=1$.

The same $W$ in both Hamiltonians means that the two systems differ only in their one-body part. Nondegeneracy means that the lowest level carries a single state, which, in a basis containing all spin projections, excludes a spin multiplet as the level of $u$. Nothing of the kind is asked of $v$.

For electrons, take creation and annihilation operators $a_p^\dagger,a_p$ of orbitals $p$ and let $M$ be the real span of $a_p^\dagger a_q+a_q^\dagger a_p$ and $i(a_p^\dagger a_q-a_q^\dagger a_p)$. Agreement on $M$ is then equality of the density matrices $\gamma_{pq}=\langle u,a_q^\dagger a_p u\rangle$ computed in $u$ and in $v$, and the claim is the uniqueness step of Gilbert's theorem in finite dimension. This identification is an interpretation of $M$ and is not among the machine-checked statements, which also leave aside the construction of $\mathcal W[\gamma]$, its domain and its minimisation.

## Two variational inequalities

Let $H$ be Hermitian with lowest eigenvalue $E$, and put $P=H-E\mathbb 1$ with $\mathbb 1$ the identity matrix. The matrix $P$ has an orthonormal eigenbasis $w_j$ with real eigenvalues $\mu_j$. Since $Hw_j=(E+\mu_j)w_j$ and $E$ is lowest, $\mu_j\ge 0$. For a unit vector $v=\sum_j b_jw_j$ with coefficients $b_j$,
$$\langle v,Hv\rangle-E=\langle v,Pv\rangle=\sum_j\mu_j|b_j|^2\ge 0 .$$
If also $\langle v,Hv\rangle\le E$, the sum is zero, so every term vanishes and $\mu_jb_j=0$ for all $j$. Then $Pv=\sum_j\mu_jb_jw_j=0$, that is $Hv=Ev$.

Now let $K$ be a second Hermitian matrix, $u$ a ground state of $H$ with energy $E$ and $v$ a ground state of $K$ with energy $F$, and suppose $\langle u,(H-K)u\rangle=\langle v,(H-K)v\rangle$. With $\langle u,Hu\rangle=E$ and $\langle v,Kv\rangle=F$ this reads
$$E-\langle u,Ku\rangle=\langle v,Hv\rangle-F .$$
The variational inequality for $K$ with trial state $u$ gives $F\le\langle u,Ku\rangle$, hence
$$\langle v,Hv\rangle=E+F-\langle u,Ku\rangle\le E ,$$
and the equality case for $H$ shows that $v$ is a ground state of $H$.

Take $H=A+W$ and $K=B+W$. The interaction cancels, $H-K=A-B$ lies in $M$, and the assumption on $M$ supplies the equality needed. So $(A+W)v=Ev$, nondegeneracy gives $v=cu$, and $1=\langle v,v\rangle=|c|^2\langle u,u\rangle=|c|^2$.

For any matrix $O$ it follows that $\langle v,Ov\rangle=\bar c\,c\,\langle u,Ou\rangle=\langle u,Ou\rangle$. Exchanging the roles of the two systems, with no nondegeneracy at all, $u$ is a ground state of $B+W$; subtracting $(B+W)u=Fu$ from $(A+W)u=Eu$ gives $(A-B)u=(E-F)u$.

## States, expectation values and ground states in Lean

The finite type `n` labels a basis of the many-body space, for instance Slater determinants, and not the orbitals. A state is a function `n → ℂ` and an operator is a `Matrix n n ℂ`, so particle statistics and particle number are whatever the chosen basis encodes. `ComplexOrder` orders complex numbers by their real parts when the imaginary parts are equal, which gives $0\le\langle v,Pv\rangle$ a meaning.

```lean
import Mathlib

open Matrix
open scoped ComplexOrder

namespace DensityMatrixGroundState

noncomputable section

variable {n : Type*} [Fintype n] [DecidableEq n]
```

In the expectation value, `star u` conjugates the components, `*ᵥ` applies a matrix and `⬝ᵥ` is the bilinear dot product. The inner product is therefore antilinear in its first slot. The value is complex and is not divided by the norm.

```lean
/-- The expectation value `⟨u, C u⟩` of the operator `C` in the state `u`. -/
def expect (C : Matrix n n ℂ) (u : n → ℂ) : ℂ := star u ⬝ᵥ C *ᵥ u
```

A ground state has three properties: `unit` is $\langle u,u\rangle=1$, `eigen` is $Hu=Eu$, and `lowest` says that every real eigenvalue `l` with a nonzero eigenvector `w` satisfies $E\le l$. For Hermitian $H$ all eigenvalues are real, so none escapes the comparison. The theorems take ground states as given and do not derive their existence.

```lean
/-- `u` is a normalised eigenvector of `H` with energy `E`, and no real eigenvalue of `H`
lies below `E`. -/
structure IsGround (H : Matrix n n ℂ) (E : ℝ) (u : n → ℂ) : Prop where
  unit : star u ⬝ᵥ u = 1
  eigen : H *ᵥ u = (E : ℂ) • u
  lowest : ∀ (l : ℝ) (w : n → ℂ), w ≠ 0 → H *ᵥ w = (l : ℂ) • w → E ≤ l
```

Nondegeneracy adds that each solution of $Hw=Ew$ is a complex multiple of $u$.

```lean
/-- `u` is a ground state of `H` with energy `E`, and every solution of `H w = E w` is a
multiple of `u`. -/
def IsNondegGround (H : Matrix n n ℂ) (E : ℝ) (u : n → ℂ) : Prop :=
  IsGround H E u ∧ ∀ w, H *ᵥ w = (E : ℂ) • w → ∃ c : ℂ, w = c • u
```

A different definition would call $u$ a ground state when it minimises $\langle w,Hw\rangle$ over unit vectors $w$, and nondegenerate when all minimisers are multiples of it. The variational inequality and the statement that a vector reaching the minimum is a ground state would then hold by definition, and the uniqueness theorem would need no spectral theory. The work would move to the relation $(A-B)u=(E-F)u$, for which the eigenvalue equation would have to be derived from minimality.

## The variational principle and its equality case

The first lemma states that $P=H-E\mathbb 1$ is positive semidefinite. Here `hK` is the Hermiticity of $P$, and `posSemidef_iff_eigenvalues_nonneg`, which rests on the spectral theorem, reduces the goal to $\mu_j\ge0$ with $\mu_j$ written `hK.eigenvalues j`. The vector `w` is $w_j$, nonzero as a member of an orthonormal basis. Applying `hu.lowest` to the eigenvalue `E + hK.eigenvalues j` yields $E\le E+\mu_j$.

```lean
/-- A Hermitian Hamiltonian shifted by its ground-state energy is positive semidefinite. -/
theorem shift_posSemidef {H : Matrix n n ℂ} {E : ℝ} {u : n → ℂ} (hH : H.IsHermitian)
    (hu : IsGround H E u) : (H - (E : ℂ) • (1 : Matrix n n ℂ)).PosSemidef := by
  have hK : (H - (E : ℂ) • (1 : Matrix n n ℂ)).IsHermitian := by
    unfold IsHermitian
    rw [conjTranspose_sub, conjTranspose_smul, hH.eq]
    simp
  rw [hK.posSemidef_iff_eigenvalues_nonneg]
  intro j
  obtain ⟨w, hw, h1⟩ : ∃ w : n → ℂ, w ≠ 0 ∧
      (H - (E : ℂ) • (1 : Matrix n n ℂ)) *ᵥ w = hK.eigenvalues j • w := by
    refine ⟨_, ?_, hK.mulVec_eigenvectorBasis j⟩
    intro h
    apply hK.eigenvectorBasis.orthonormal.ne_zero j
    ext i
    simpa using congrFun h i
  rw [sub_mulVec, smul_mulVec, one_mulVec] at h1
  -- an eigenvalue `μ` of `H - E` gives the eigenvalue `E + μ` of `H`
  have h2 := hu.lowest (E + hK.eigenvalues j) w hw (by
    ext i
    have h3 := congrFun h1 i
    simp only [Pi.sub_apply, Pi.smul_apply, smul_eq_mul, Complex.real_smul] at h3 ⊢
    push_cast
    linear_combination h3)
  show (0 : ℝ) ≤ _
  linarith
```

The next theorem holds both halves of the first step: $E\le\operatorname{Re}\langle v,Hv\rangle$ for a unit vector $v$, and $v$ is a ground state if that real part does not exceed $E$. The equation `he` is $\langle v,Pv\rangle=\langle v,Hv\rangle-E$. Nonnegativity in the complex order splits into `hre` for the real part and `him` for the vanishing imaginary part. In the equality case `hz` is $\langle v,Pv\rangle=0$, and `dotProduct_mulVec_zero_iff` replaces the expansion in the $b_j$ by the general fact that this forces $Pv=0$.

```lean
/-- Variational principle for Hermitian `H`: the energy of a normalised state `v` is at least the
ground-state energy `E`, and if it does not exceed `E` then `v` is itself a ground state. -/
theorem variational_principle {H : Matrix n n ℂ} {E : ℝ} {u v : n → ℂ} (hH : H.IsHermitian)
    (hu : IsGround H E u) (hv : star v ⬝ᵥ v = 1) :
    E ≤ (expect H v).re ∧ ((expect H v).re ≤ E → IsGround H E v) := by
  have hP := shift_posSemidef hH hu
  have hm : (H - (E : ℂ) • (1 : Matrix n n ℂ)) *ᵥ v = H *ᵥ v - (E : ℂ) • v := by
    rw [sub_mulVec, smul_mulVec, one_mulVec]
  have he : star v ⬝ᵥ (H - (E : ℂ) • (1 : Matrix n n ℂ)) *ᵥ v = expect H v - E := by
    rw [hm, dotProduct_sub, dotProduct_smul, hv, expect, smul_eq_mul, mul_one]
  have h0 := hP.dotProduct_mulVec_nonneg v
  rw [he] at h0
  obtain ⟨hre, him⟩ := Complex.le_def.1 h0
  rw [Complex.zero_re, Complex.sub_re, Complex.ofReal_re] at hre
  refine ⟨by linarith, fun hle => ⟨hv, ?_, hu.lowest⟩⟩
  -- the positive form of `H - E` vanishes on `v`, so `(H - E) v = 0`
  have hz : star v ⬝ᵥ (H - (E : ℂ) • (1 : Matrix n n ℂ)) *ᵥ v = 0 := by
    rw [he]
    refine Complex.ext ?_ him.symm
    rw [Complex.zero_re, Complex.sub_re, Complex.ofReal_re]
    linarith
  rw [hP.dotProduct_mulVec_zero_iff, hm] at hz
  exact sub_eq_zero.1 hz
```

## A ground state of one Hamiltonian solves the other

The lemma `cross_ground` is the second step, for arbitrary Hermitian $H$ and $K$. The equations `eu` and `ev` are $\langle u,Hu\rangle=E$ and $\langle v,Kv\rangle=F$, `h2` is the real part of $E-\langle u,Ku\rangle=\langle v,Hv\rangle-F$, and `h3` is $F\le\operatorname{Re}\langle u,Ku\rangle$. Their linear combination is the premise of the equality case for $H$.

```lean
/-- For Hermitian `H` and `K`: if ground states `u` of `H` and `v` of `K` give `H - K` the same
expectation value, then `v` is also a ground state of `H`. -/
theorem cross_ground {H K : Matrix n n ℂ} {E F : ℝ} {u v : n → ℂ} (hH : H.IsHermitian)
    (hK : K.IsHermitian) (hu : IsGround H E u) (hv : IsGround K F v)
    (h : expect (H - K) u = expect (H - K) v) : IsGround H E v := by
  have eu : expect H u = E := by simp [expect, hu.eigen, dotProduct_smul, hu.unit]
  have ev : expect K v = F := by simp [expect, hv.eigen, dotProduct_smul, hv.unit]
  have h1 : expect H u - expect K u = expect H v - expect K v := by
    simpa only [expect, sub_mulVec, dotProduct_sub] using h
  rw [eu, ev] at h1
  have h2 := congrArg Complex.re h1
  simp only [Complex.sub_re, Complex.ofReal_re] at h2
  -- `F ≤ ⟨u, K u⟩` turns into `⟨v, H v⟩ ≤ E`
  have h3 := (variational_principle hK hv hu.unit).1
  exact (variational_principle hH hu hv.unit).2 (by linarith)
```

Invariance of expectation values under a phase follows from `hcc`, which is $\bar c\,c=1$.

```lean
omit [DecidableEq n] in
/-- Expectation values do not change when the state is multiplied by a phase. -/
theorem expect_phase (C : Matrix n n ℂ) (u : n → ℂ) {c : ℂ} (hc : ‖c‖ = 1) :
    expect C (c • u) = expect C u := by
  have hcc : star c * c = 1 := by
    rw [mul_comm, Complex.star_def, Complex.mul_conj, Complex.normSq_eq_norm_sq, hc]
    simp
  rw [expect, star_smul, mulVec_smul, smul_dotProduct, dotProduct_smul, smul_smul, hcc,
    one_smul, expect]
```

## Uniqueness and its consequences

The space $M$ is a `Submodule ℝ` of matrices and `hM` makes its members Hermitian. The scalars are real because $iC$ is not Hermitian for a nonzero Hermitian $C$. No further structure is imposed, so $M$ may equally be spanned by site occupations, with the hopping term moved into $W$. The hypotheses `hu`, `hv` and `h` are those of the claim, and the conclusion is `∃ c : ℂ, ‖c‖ = 1 ∧ v = c • u`.

The proof calls `cross_ground` on $A+W$ and $B+W$, where `add_sub_add_right_eq_sub` cancels $W$ and `M.sub_mem hA hB` places $A-B$ in $M$. This is the only operator at which `h` is used. Nondegeneracy `hu.2` provides $c$, normalisation gives $|c|\,|c|=1$ in `h2`, and the root $|c|=-1$ is excluded by the sign of a norm.

```lean
section Main

variable {M : Submodule ℝ (Matrix n n ℂ)} {W A B : Matrix n n ℂ} {E F : ℝ} {u v : n → ℂ}

/-- For a real space `M` of Hermitian matrices, `A, B ∈ M` and a Hermitian matrix `W`: if the
nondegenerate ground state `u` of `A + W` and a ground state `v` of `B + W` have the same
expectation values on `M`, then `v` equals `u` up to a phase. -/
theorem ground_state_unique (hM : ∀ C ∈ M, C.IsHermitian) (hW : W.IsHermitian)
    (hA : A ∈ M) (hB : B ∈ M) (hu : IsNondegGround (A + W) E u) (hv : IsGround (B + W) F v)
    (h : ∀ C ∈ M, expect C u = expect C v) : ∃ c : ℂ, ‖c‖ = 1 ∧ v = c • u := by
  have hg := cross_ground ((hM A hA).add hW) ((hM B hB).add hW) hu.1 hv
    (by rw [add_sub_add_right_eq_sub]; exact h _ (M.sub_mem hA hB))
  obtain ⟨c, hc⟩ := hu.2 v hg.eigen
  refine ⟨c, ?_, hc⟩
  -- both states are normalised, so `|c|² = 1`
  have h1 := hv.unit
  rw [hc, star_smul, smul_dotProduct, dotProduct_smul, hu.1.unit, smul_eq_mul, smul_eq_mul,
    mul_one] at h1
  have h2 := congrArg norm h1
  rw [norm_mul, norm_star, norm_one] at h2
  exact (mul_self_eq_one_iff.1 h2).resolve_right fun h3 => by linarith [norm_nonneg c]
```

For an arbitrary matrix `O`, Hermitian or not, the two expectation values agree. The choice $O=W$ gives the equality of interaction energies asked for at the start. For this one operator nondegeneracy is not needed: by `cross_ground` both states are ground states of $A+W$ with energy $E$, so $\langle u,(A+W)u\rangle=E=\langle v,(A+W)v\rangle$, and subtracting $\langle u,Au\rangle=\langle v,Av\rangle$ leaves $\langle u,Wu\rangle=\langle v,Wv\rangle$; this remark is not among the machine-checked statements. Nondegeneracy extends the agreement to every $O$.

```lean
/-- Under the same conditions every operator, in `M` or not, has the same expectation value
in the two ground states. -/
theorem all_observables_eq (hM : ∀ C ∈ M, C.IsHermitian) (hW : W.IsHermitian)
    (hA : A ∈ M) (hB : B ∈ M) (hu : IsNondegGround (A + W) E u) (hv : IsGround (B + W) F v)
    (h : ∀ C ∈ M, expect C u = expect C v) (O : Matrix n n ℂ) :
    expect O u = expect O v := by
  obtain ⟨c, hc, rfl⟩ := ground_state_unique hM hW hA hB hu hv h
  exact (expect_phase O u hc).symm
```

The last general theorem assumes only `IsGround` for both states. It applies `cross_ground` with the systems exchanged and subtracts the two eigenvalue equations.

```lean
/-- For a real space `M` of Hermitian matrices, `A, B ∈ M` and Hermitian `W`: if ground states `u`
of `A + W` and `v` of `B + W`, degenerate or not, have the same expectation values on `M`, then `(A
- B) u = (E - F) u`. -/
theorem potential_difference_eigen (hM : ∀ C ∈ M, C.IsHermitian) (hW : W.IsHermitian)
    (hA : A ∈ M) (hB : B ∈ M) (hu : IsGround (A + W) E u) (hv : IsGround (B + W) F v)
    (h : ∀ C ∈ M, expect C u = expect C v) : (A - B) *ᵥ u = ((E : ℂ) - F) • u := by
  have hg := cross_ground ((hM B hB).add hW) ((hM A hA).add hW) hv hu
    (by rw [add_sub_add_right_eq_sub]; exact (h _ (M.sub_mem hB hA)).symm)
  rw [← add_sub_add_right_eq_sub A B W, sub_mulVec, hu.eigen, hg.eigen, sub_smul]

end Main
```

A derivation can go wrong here by cancelling $u$ and concluding $A-B=(E-F)\mathbb 1$, in imitation of the Hohenberg–Kohn argument, where the difference of two local potentials multiplies the wave function pointwise. The relation constrains $A-B$ on the single vector $u$ only. Even when nondegeneracy fixes the state up to a phase, the two one-body operators can differ by more than a multiple of the identity, as the first example shows.

## Two-level examples

The matrix `levels a` is $\operatorname{diag}(0,a)$, with components indexed $0$ and $1$.

```lean
/-- The two-level operator `diag (0, a)`. -/
def levels (a : ℝ) : Matrix (Fin 2) (Fin 2) ℂ := !![0, 0; 0, (a : ℂ)]
```

For $a>0$ and $\bar c\,c=1$ the vector $(c,0)$ is a nondegenerate ground state with energy $0$. The step `key` reads the eigenvalue equation by components, $l\,w_0=0$ and $a\,w_1=l\,w_1$. For $l\le0$ one has $a\ne l$, so $w_1=0$. For $l<0$ also $w_0=0$, which rules out negative eigenvalues, and for $l=0$ the vector $w$ equals $(w_0/c)\,(c,0)$.

```lean
/-- For `a > 0` and a phase `c`, the state `(c, 0)` is a nondegenerate ground state of
`diag (0, a)` with energy zero. -/
theorem levels_ground {a : ℝ} (ha : 0 < a) {c : ℂ} (hc : star c * c = 1) :
    IsNondegGround (levels a) 0 ![c, 0] := by
  have hc0 : c ≠ 0 := by
    rintro rfl
    simp at hc
  have key : ∀ (l : ℝ) (w : Fin 2 → ℂ), levels a *ᵥ w = (l : ℂ) • w → l ≤ 0 →
      (l : ℂ) * w 0 = 0 ∧ w 1 = 0 := by
    intro l w h hl
    have h0 : (l : ℂ) * w 0 = 0 := by
      simpa [levels, mulVec, dotProduct, Fin.sum_univ_two] using (congrFun h 0).symm
    have h1 : (a : ℂ) * w 1 = l * w 1 := by
      simpa [levels, mulVec, dotProduct, Fin.sum_univ_two] using congrFun h 1
    have hal : (a : ℂ) ≠ l := fun e => by
      have := Complex.ofReal_injective e
      linarith
    exact ⟨h0, (mul_eq_mul_right_iff.1 h1).resolve_left hal⟩
  refine ⟨⟨?_, ?_, fun l w hw h => ?_⟩, fun w h => ⟨w 0 / c, ?_⟩⟩
  · simpa [dotProduct, Fin.sum_univ_two] using hc
  · ext i
    fin_cases i <;> simp [levels, mulVec, dotProduct, Fin.sum_univ_two]
  · by_contra hl
    have hl' : l < 0 := not_le.1 hl
    obtain ⟨h0, h1⟩ := key l w h hl'.le
    have h2 := (mul_eq_zero.1 h0).resolve_left (Complex.ofReal_ne_zero.2 hl'.ne)
    apply hw
    ext i
    fin_cases i <;> simp [h1, h2]
  · have h1 := (key 0 w h le_rfl).2
    ext i
    fin_cases i <;> simp [h1, hc0]
```

With $N=\operatorname{diag}(0,1)$, let $M$ be the real span of $N$, $W=N$, $A=0$ and $B=N$. The Hamiltonians are $\operatorname{diag}(0,1)$ and $\operatorname{diag}(0,2)$, both with ground-state energy $0$, and the unit vectors $u=(1,0)$ and $v=(i,0)$ give zero on $M$. Every assumption of `ground_state_unique` is verified for these data. Here $c=i$, and $A-B=-N$ annihilates $u$ without being a multiple of the identity.

```lean
/-- The hypotheses of the main theorem hold for `M` spanned by `N = diag (0, 1)`, `W = N`,
`A = 0`, `B = N`, `u = (1, 0)` and `v = (i, 0)`. -/
theorem ground_state_unique_witness :
    (∀ C ∈ Submodule.span ℝ {levels 1}, C.IsHermitian) ∧ (levels 1).IsHermitian ∧
    0 ∈ Submodule.span ℝ {levels 1} ∧ levels 1 ∈ Submodule.span ℝ {levels 1} ∧
    IsNondegGround (0 + levels 1) 0 ![1, 0] ∧
    IsGround (levels 1 + levels 1) 0 ![Complex.I, 0] ∧
    ∀ C ∈ Submodule.span ℝ {levels 1}, expect C ![1, 0] = expect C ![Complex.I, 0] := by
  have hM : ∀ C ∈ Submodule.span ℝ {levels 1}, C.IsHermitian := by
    intro C hC
    obtain ⟨r, rfl⟩ := Submodule.mem_span_singleton.1 hC
    unfold IsHermitian
    ext i j
    fin_cases i <;> fin_cases j <;> simp [levels, conjTranspose_apply]
  have h2 : levels 1 + levels 1 = levels 2 := by
    ext i j
    fin_cases i <;> fin_cases j <;> norm_num [levels]
  refine ⟨hM, hM _ (Submodule.mem_span_singleton_self _), Submodule.zero_mem _,
    Submodule.mem_span_singleton_self _, ?_, ?_, fun C hC => ?_⟩
  · rw [zero_add]
    exact levels_ground one_pos (by simp)
  · rw [h2]
    exact (levels_ground two_pos (by simp)).1
  · obtain ⟨r, rfl⟩ := Submodule.mem_span_singleton.1 hC
    simp [expect, levels, mulVec, dotProduct, Fin.sum_univ_two]
```

When both ground states are degenerate the conclusion can fail. For the zero Hamiltonian, read as $A=B=W=0$, both $(1,0)$ and $(0,1)$ are ground states with energy $0$. The hopping matrix with rows $(0,1)$ and $(1,0)$ has expectation value zero in each, so they agree on its real span. They are not proportional, since component $1$ of $c\,(1,0)$ is zero for every $c$. This $M$ is smaller than the space of all one-body operators: for one particle on two sites the site occupations, and so the density matrices, of the two states differ. Equal density matrices do not help in general either. For two electrons in four spin orbitals and the zero Hamiltonian, the states $(a_1^\dagger a_2^\dagger\pm a_3^\dagger a_4^\dagger)|0\rangle/\sqrt2$, with $|0\rangle$ the vacuum, both have $\gamma=\tfrac12\mathbb 1$ and are orthogonal; this second example is not machine-checked.

```lean
/-- The states `(1, 0)` and `(0, 1)` are ground states of the zero Hamiltonian with the same
expectation values on the real span of the hopping operator, yet they are not proportional. -/
theorem degenerate_counterexample :
    IsGround (0 : Matrix (Fin 2) (Fin 2) ℂ) 0 ![1, 0] ∧
    IsGround (0 : Matrix (Fin 2) (Fin 2) ℂ) 0 ![0, 1] ∧
    (∀ C ∈ Submodule.span ℝ {(!![0, 1; 1, 0] : Matrix (Fin 2) (Fin 2) ℂ)},
      expect C ![1, 0] = expect C ![0, 1]) ∧
    ¬ ∃ c : ℂ, (![0, 1] : Fin 2 → ℂ) = c • ![1, 0] := by
  have low : ∀ (l : ℝ) (w : Fin 2 → ℂ), w ≠ 0 →
      (0 : Matrix (Fin 2) (Fin 2) ℂ) *ᵥ w = (l : ℂ) • w → 0 ≤ l := by
    intro l w hw h
    rw [zero_mulVec] at h
    exact (Complex.ofReal_eq_zero.1 ((smul_eq_zero.1 h.symm).resolve_right hw)).ge
  refine ⟨⟨?_, by simp, low⟩, ⟨?_, by simp, low⟩, fun C hC => ?_, ?_⟩
  · simp [dotProduct, Fin.sum_univ_two]
  · simp [dotProduct, Fin.sum_univ_two]
  · obtain ⟨r, rfl⟩ := Submodule.mem_span_singleton.1 hC
    simp [expect, mulVec, dotProduct, Fin.sum_univ_two]
  · rintro ⟨c, hc⟩
    have h1 := congrFun hc 1
    simp at h1

end

end DensityMatrixGroundState
```

```lean
#print axioms DensityMatrixGroundState.ground_state_unique
-- 'DensityMatrixGroundState.ground_state_unique' depends on axioms: [propext, Classical.choice, Quot.sound]
#print axioms DensityMatrixGroundState.all_observables_eq
-- 'DensityMatrixGroundState.all_observables_eq' depends on axioms: [propext, Classical.choice, Quot.sound]
#print axioms DensityMatrixGroundState.potential_difference_eigen
-- 'DensityMatrixGroundState.potential_difference_eigen' depends on axioms: [propext, Classical.choice, Quot.sound]
#print axioms DensityMatrixGroundState.degenerate_counterexample
-- 'DensityMatrixGroundState.degenerate_counterexample' depends on axioms: [propext, Classical.choice, Quot.sound]
```
